# For one core level coupled by b to a Hermitian valence block across a gap g > 2‖b‖, exactly one eigenvalue lies within g/2 of the core level, shifted by at most ‖b‖²/g

Take one core-excited configuration at energy \(a=0\), one valence-excited configuration at \(-4\), and a coupling of \(1.5\) between them:

\[
H=\begin{pmatrix}0&1.5\\1.5&-4\end{pmatrix}.
\]

Its eigenvalues are \(0.5\) and \(-4.5\). Dropping the coupling, as core-valence separation does, gives \(0\) for the core level, which is too low by \(0.5\). The valence level lies below and pushes the core level up. The shift \(s\) satisfies \(s=1.5^2/(4+s)\), so it is smaller than the second-order estimate \(1.5^2/4=0.5625\). With the valence level at \(+4\) instead, the shift would be \(-0.5\).

## The bound for a whole valence block

Let \(V\) be a finite-dimensional complex inner product space, \(D\) a Hermitian operator on it, \(b\in V\) a coupling vector and \(a\) a real core energy. The Hamiltonian is

\[
H=\begin{pmatrix}a&b^\dagger\\ b&D\end{pmatrix},\qquad
H(x,z)=(ax+\langle b,z\rangle,\;xb+Dz).
\]

Suppose that every eigenvalue of \(D\) is at least \(g\) away from \(a\), and that \(2\|b\|<g\). Then exactly one eigenvalue \(E\) of \(H\) satisfies \(|E-a|<g/2\), and

\[
|E-a|\le \frac{\|b\|^2}{g}.
\]

If all eigenvalues of \(D\) lie below \(a\) and \(b\neq0\), then \(E>a\): the separated energy \(a\) is an underestimate.

## The discarded coupling in a core-spectrum calculation

In a Hermitian excitation-energy calculation, such as one in the Tamm-Dancoff approximation, core-valence separation removes the matrix elements between core-excited and valence-excited configurations. For a single core-excited state and a finite basis, the result bounds the energy error of that step whenever \(2\|b\|<g\). Complex entries are allowed, as they occur with spin-orbit coupling in a spinor basis.

The two numbers \(a\) and \(\|b\|\) come from one matrix-vector product. Let \(c\) be the normalised core-excited vector from the separated calculation. Applying the full matrix gives

\[
a=\langle c,Hc\rangle,\qquad b=Hc-ac,
\]

so \(\|b\|\) is the residual norm of \(c\) in the full problem. The block \(D\) is \(H\) restricted and projected to the orthogonal complement of \(c\). If there are other core-excited states, they belong to this complement, and a nearly degenerate multiplet can make \(g\) small.

As an illustration, a residual norm of 0.5 eV and a gap of 50 eV limit the shift to 0.005 eV. The gap is the demanding input: a large basis can place discretised continuum states close to the core excitation.

## From the eigenvalue equation to the shift

Choose an orthonormal eigenbasis \(u_i\) of \(D\) with \(Du_i=d_iu_i\), and set \(w_i=|\langle u_i,b\rangle|^2\), so that \(\sum_i w_i=\|b\|^2\). Define the self-energy

\[
S(E)=\sum_i\frac{w_i}{E-d_i}.
\]

**Secular equation.** Let \(E\) differ from every \(d_i\). An eigenvector \((x,z)\) satisfies

\[
ax+\langle b,z\rangle=Ex,\qquad xb+Dz=Ez.
\]

Projecting the second equation on \(u_i\) gives

\[
\langle u_i,z\rangle=\frac{x\,\langle u_i,b\rangle}{E-d_i}.
\]

If \(x\) were zero, \(z\) would vanish too, so \(x\ne0\). Inserting these amplitudes gives \(\langle b,z\rangle=\sum_i\langle b,u_i\rangle\langle u_i,z\rangle=xS(E)\). Dividing the first equation by \(x\) leaves

\[
E=a+S(E).
\]

Conversely, let \(E\) solve this equation and put \(y=\sum_i \frac{\langle u_i,b\rangle}{E-d_i}u_i\). Then \((E-D)y=b\) and \(\langle b,y\rangle=S(E)\), so \((1,y)\) is an eigenvector.

**Size of the shift.** Write \(s=|E-a|\) and assume \(s<g\). Let \(E\ge a\). A level below \(a\) has \(d_i\le a-g\), so its denominator is at least \(g+s\). A level above \(a\) has \(d_i\ge a+g>E\), so its term is at most zero. Hence \(S(E)\le\|b\|^2/(g+s)\). For \(E\le a\) the two sides exchange roles, and \(-S(E)\le\|b\|^2/(g+s)\). At a root, \(s\) equals \(S(E)\) in the first case and \(-S(E)\) in the second, so

\[
s(g+s)\le\|b\|^2,
\]

and therefore \(s\le\|b\|^2/g\). The opening example attains equality in the first of these inequalities: \(0.5\cdot4.5=1.5^2\).

**At most one root.** No denominator changes sign for \(|E-a|<g\), so every term of \(S\) is non-increasing there. Two roots \(E<F\) would give \(F-E=S(F)-S(E)\le0\), a contradiction.

**At least one root.** Put \(r=g/2\). Since \(\|b\|^2<g^2/4<r(g+r)\), the estimates above give \(S(a+r)<r\) and \(S(a-r)>-r\). The continuous function \(E-S(E)\) is therefore below \(a\) at \(a-r\) and above \(a\) at \(a+r\), and it takes the value \(a\) somewhere between. That root is not at an endpoint, because \(s=r\) would require \(r(g+r)\le\|b\|^2\).

**Sign of the shift.** If every \(d_i\) is below \(a\), then \(d_i\le a-g<E\), and all terms of \(S(E)\) are nonnegative. Since \(b\neq0\), some \(w_i\) is positive, so \(E-a=S(E)>0\).

## The Lean file

```lean
import Mathlib

open Module.End

namespace CoreLevelInGap

noncomputable section

variable {V ι : Type*} [NormedAddCommGroup V] [InnerProductSpace ℂ V] [Fintype ι]
  {D : V →ₗ[ℂ] V} {b : V} {w d : ι → ℝ} {a g r E : ℝ}

/-- The Hamiltonian of one core level `a` coupled by the vector `b` to a valence block `D`. -/
def blockHamiltonian (a : ℝ) (b : V) (D : V →ₗ[ℂ] V) : (ℂ × V) →ₗ[ℂ] (ℂ × V) where
  toFun p := ((a : ℂ) * p.1 + inner ℂ b p.2, p.1 • b + D p.2)
  map_add' p q := Prod.ext (by simp; ring) (by simp [add_smul]; abel)
  map_smul' c p := Prod.ext (by simp; ring) (by simp [smul_smul])

/-- The self-energy: squared couplings `w` over energy denominators, for `E` away from every
valence level `d i`. -/
def selfEnergy (w d : ι → ℝ) (E : ℝ) : ℝ := ∑ i, w i / (E - d i)

/-- For a Hermitian valence block the full Hamiltonian is Hermitian. -/
theorem blockHamiltonian_hermitian (hD : D.IsSymmetric) (a : ℝ) (b : V) (p q : ℂ × V) :
    inner ℂ (blockHamiltonian a b D p).1 q.1 + inner ℂ (blockHamiltonian a b D p).2 q.2 =
      inner ℂ p.1 (blockHamiltonian a b D q).1 + inner ℂ p.2 (blockHamiltonian a b D q).2 := by
  have h := hD p.2 q.2
  simp only [blockHamiltonian, LinearMap.coe_mk, AddHom.coe_mk, inner_add_left, inner_add_right,
    inner_smul_left, inner_smul_right, RCLike.inner_apply, map_add, map_mul,
    Complex.conj_ofReal, inner_conj_symm]
  linear_combination h

/-- Secular equation: for a Hermitian valence block with orthonormal eigenbasis `u` and levels `d`,
a real `E` off these levels is an eigenvalue of the full Hamiltonian exactly when it is the core
level plus the self-energy with weights `w i = |⟨u i, b⟩|²`. -/
theorem secular_equation (hD : D.IsSymmetric) {u : OrthonormalBasis ι ℂ V}
    (hu : ∀ i, D (u i) = (d i : ℂ) • u i) (hE : ∀ i, E ≠ d i) :
    HasEigenvalue (blockHamiltonian a b D) (E : ℂ) ↔
      E = a + selfEnergy (fun i => ‖inner ℂ (u i) b‖ ^ 2) d E := by
  have hne : ∀ i, (E : ℂ) - d i ≠ 0 := fun i => sub_ne_zero.2 (by exact_mod_cast hE i)
  have hS : ∑ i, inner ℂ b (u i) * (inner ℂ (u i) b / ((E : ℂ) - d i)) =
      (selfEnergy (fun i => ‖inner ℂ (u i) b‖ ^ 2) d E : ℂ) := by
    rw [selfEnergy, Complex.ofReal_sum]
    refine Finset.sum_congr rfl fun i _ => ?_
    rw [← inner_conj_symm b, ← mul_div_assoc, Complex.conj_mul']
    push_cast
    rfl
  constructor
  · intro h
    obtain ⟨⟨x, z⟩, hp⟩ := h.exists_hasEigenvector
    have h1 : (a : ℂ) * x + inner ℂ b z = E * x := congrArg Prod.fst hp.apply_eq_smul
    have h2 : x • b + D z = (E : ℂ) • z := congrArg Prod.snd hp.apply_eq_smul
    -- the core amplitude fixes every valence amplitude
    have hc : ∀ i, inner ℂ (u i) z = x * (inner ℂ (u i) b / ((E : ℂ) - d i)) := fun i => by
      have h := congrArg (fun v => inner ℂ (u i) v) h2
      simp only [inner_add_right, inner_smul_right] at h
      rw [← hD (u i) z, hu, inner_smul_left, Complex.conj_ofReal] at h
      rw [← mul_div_assoc, eq_div_iff (hne i)]
      linear_combination -h
    have hx : x ≠ 0 := fun h0 =>
      hp.2 (Prod.ext h0 ((u.sum_repr' z).symm.trans (by simp [hc, h0])))
    have hz : inner ℂ b z = x * (selfEnergy (fun i => ‖inner ℂ (u i) b‖ ^ 2) d E : ℂ) := by
      rw [← u.sum_inner_mul_inner b z, ← hS, Finset.mul_sum]
      exact Finset.sum_congr rfl fun i _ => by rw [hc]; ring
    rw [hz] at h1
    exact_mod_cast mul_right_cancel₀ hx (show (E : ℂ) * x =
      (a + (selfEnergy (fun i => ‖inner ℂ (u i) b‖ ^ 2) d E : ℂ)) * x by linear_combination -h1)
  · intro h
    have h4 : (E : ℂ) = a + (selfEnergy (fun i => ‖inner ℂ (u i) b‖ ^ 2) d E : ℂ) := by
      exact_mod_cast h
    let y : V := ∑ i, (inner ℂ (u i) b / ((E : ℂ) - d i)) • u i
    have hy : b = (E : ℂ) • y - D y := by
      refine (u.sum_repr' b).symm.trans ?_
      simp only [y]
      rw [map_sum, Finset.smul_sum, ← Finset.sum_sub_distrib]
      refine Finset.sum_congr rfl fun i _ => ?_
      rw [map_smul, hu, smul_smul, smul_smul, ← sub_smul]
      congr 1
      rw [mul_comm (E : ℂ), ← mul_sub, div_mul_cancel₀ _ (hne i)]
    have hby : inner ℂ b y = (selfEnergy (fun i => ‖inner ℂ (u i) b‖ ^ 2) d E : ℂ) := by
      simp only [y]
      rw [inner_sum, ← hS]
      exact Finset.sum_congr rfl fun i _ => by rw [inner_smul_right, mul_comm]
    refine hasEigenvalue_of_hasEigenvector (x := ((1 : ℂ), y)) ⟨mem_eigenspace_iff.2
      (Prod.ext ?_ ?_), fun h0 => one_ne_zero (α := ℂ) (congrArg Prod.fst h0)⟩
    · change (a : ℂ) * 1 + inner ℂ b y = (E : ℂ) * 1
      rw [hby]
      linear_combination -h4
    · change (1 : ℂ) • b + D y = (E : ℂ) • y
      rw [one_smul]
      exact eq_sub_iff_add_eq.1 hy

/-- For nonnegative `w`, valence levels at least `g` from `a` and `|E - a| < g`, the self-energy at
`E` is at most `(∑ w) / (g + |E - a|)` if `a ≤ E`, and at least minus that value if `E ≤ a`. -/
theorem selfEnergy_bounds (hw : ∀ i, 0 ≤ w i) (hgap : ∀ i, g ≤ |d i - a|) (hE : |E - a| < g) :
    (a ≤ E → selfEnergy w d E ≤ (∑ i, w i) / (g + |E - a|)) ∧
      (E ≤ a → -((∑ i, w i) / (g + |E - a|)) ≤ selfEnergy w d E) := by
  have hl := abs_lt.1 hE
  unfold selfEnergy
  rw [Finset.sum_div]
  constructor <;> intro h
  · rw [abs_of_nonneg (sub_nonneg.2 h)]
    refine Finset.sum_le_sum fun i _ => ?_
    rcases le_abs.1 (hgap i) with h1 | h1
    · exact (div_nonpos_of_nonneg_of_nonpos (hw i) (by linarith)).trans
        (div_nonneg (hw i) (by linarith))
    · exact div_le_div_of_nonneg_left (hw i) (by linarith) (by linarith)
  · rw [abs_of_nonpos (sub_nonpos.2 h), ← Finset.sum_neg_distrib]
    refine Finset.sum_le_sum fun i _ => ?_
    rcases le_abs.1 (hgap i) with h1 | h1
    · rw [← neg_sub (d i) E, div_neg]
      exact neg_le_neg (div_le_div_of_nonneg_left (hw i) (by linarith) (by linarith))
    · exact (neg_nonpos.2 (div_nonneg (hw i) (by linarith))).trans
        (div_nonneg (hw i) (by linarith))

/-- For nonnegative `w` and valence levels at least `g` from `a`, a root `E` of the secular equation
with `|E - a| < g` obeys `|E - a| (g + |E - a|) ≤ ∑ w`. -/
theorem root_shift_bound (hw : ∀ i, 0 ≤ w i) (hgap : ∀ i, g ≤ |d i - a|) (hE : |E - a| < g)
    (h : E = a + selfEnergy w d E) : |E - a| * (g + |E - a|) ≤ ∑ i, w i := by
  have hB := selfEnergy_bounds hw hgap hE
  rw [← le_div_iff₀ (by linarith [abs_nonneg (E - a)])]
  rcases le_total a E with h1 | h1
  · linarith [hB.1 h1, abs_of_nonneg (sub_nonneg.2 h1)]
  · linarith [hB.2 h1, abs_of_nonpos (sub_nonpos.2 h1)]

/-- For nonnegative `w`, valence levels at least `g` from `a`, `0 < r < g` and `∑ w < r (g + r)`,
the secular equation has exactly one root within `r` of `a`. -/
theorem existsUnique_root (hw : ∀ i, 0 ≤ w i) (hgap : ∀ i, g ≤ |d i - a|) (hr : 0 < r)
    (hrg : r < g) (hb : ∑ i, w i < r * (g + r)) :
    ∃! E : ℝ, |E - a| < r ∧ E = a + selfEnergy w d E := by
  -- the self-energy never increases across the gap, so two roots cannot coexist
  have hanti : ∀ E F : ℝ, |E - a| < r → |F - a| < r → E < F →
      selfEnergy w d F ≤ selfEnergy w d E := by
    intro E F hE hF hEF
    have h1 := abs_lt.1 hE
    have h2 := abs_lt.1 hF
    refine Finset.sum_le_sum fun i _ => ?_
    rcases le_abs.1 (hgap i) with h3 | h3
    · rw [← neg_sub (d i) E, ← neg_sub (d i) F, div_neg, div_neg]
      exact neg_le_neg (div_le_div_of_nonneg_left (hw i) (by linarith) (by linarith))
    · exact div_le_div_of_nonneg_left (hw i) (by linarith) (by linarith)
  have hcont : ContinuousOn (fun E => E - selfEnergy w d E) (Set.Icc (a - r) (a + r)) := by
    refine continuousOn_id.sub (continuousOn_finsetSum _ fun i _ => ?_)
    refine continuousOn_const.div (continuousOn_id.sub continuousOn_const) fun E hE h0 => ?_
    have h1 : E - d i = 0 := h0
    rcases le_abs.1 (hgap i) with h3 | h3 <;> linarith [hE.1, hE.2]
  have hq : (∑ i, w i) / (g + r) < r := (div_lt_iff₀ (by linarith)).2 hb
  have e1 : |a + r - a| = r := by rw [add_sub_cancel_left, abs_of_pos hr]
  have e2 : |a - r - a| = r := by rw [sub_sub_cancel_left, abs_neg, abs_of_pos hr]
  have hup := (selfEnergy_bounds hw hgap (e1.trans_lt hrg)).1 (by linarith)
  have hlo := (selfEnergy_bounds hw hgap (e2.trans_lt hrg)).2 (by linarith)
  rw [e1] at hup
  rw [e2] at hlo
  -- `E - selfEnergy w d E` goes from below `a` to above `a` across the window
  obtain ⟨E, hE, h0⟩ := intermediate_value_Icc (by linarith : a - r ≤ a + r) hcont
    (show a ∈ Set.Icc _ _ from ⟨by linarith, by linarith⟩)
  have hroot : E - selfEnergy w d E = a := h0
  have hs : E = a + selfEnergy w d E := by linarith
  have hEr : |E - a| < r := by
    by_contra hc
    have := root_shift_bound hw hgap
      (abs_lt.2 ⟨by linarith [hE.1], by linarith [hE.2]⟩) hs
    nlinarith [not_lt.1 hc, abs_nonneg (E - a)]
  refine ⟨E, ⟨hEr, hs⟩, fun F hF => ?_⟩
  rcases lt_trichotomy F E with h | h | h
  · linarith [hanti F E hF.1 hEr h, hF.2]
  · exact h
  · linarith [hanti E F hEr hF.1 h, hF.2]

/-- Let `V` be finite-dimensional and `D` Hermitian with no eigenvalue closer than `g` to `a`, and
let `2‖b‖ < g`. Then `blockHamiltonian a b D` has exactly one real eigenvalue `E` with
`|E - a| < g / 2`, and `|E - a| ≤ ‖b‖² / g`. If moreover every eigenvalue of `D` is below `a` and
`b ≠ 0`, then `a < E`. -/
theorem core_level_in_gap [FiniteDimensional ℂ V] (hD : D.IsSymmetric)
    (hgap : ∀ μ : ℝ, HasEigenvalue D (μ : ℂ) → g ≤ |μ - a|) (hb : 2 * ‖b‖ < g) :
    ∃ E : ℝ, (HasEigenvalue (blockHamiltonian a b D) (E : ℂ) ∧ |E - a| < g / 2) ∧
      (∀ F : ℝ, HasEigenvalue (blockHamiltonian a b D) (F : ℂ) → |F - a| < g / 2 → F = E) ∧
      |E - a| ≤ ‖b‖ ^ 2 / g ∧
      ((∀ μ : ℝ, HasEigenvalue D (μ : ℂ) → μ < a) → b ≠ 0 → a < E) := by
  obtain ⟨d, u, hu, hd⟩ : ∃ (d : Fin (Module.finrank ℂ V) → ℝ)
      (u : OrthonormalBasis (Fin (Module.finrank ℂ V)) ℂ V),
      (∀ i, D (u i) = (d i : ℂ) • u i) ∧ ∀ i, HasEigenvalue D (d i : ℂ) :=
    ⟨hD.eigenvalues rfl, hD.eigenvectorBasis rfl, fun i => hD.apply_eigenvectorBasis rfl i,
      fun i => hD.hasEigenvalue_eigenvalues rfl i⟩
  have hn := norm_nonneg b
  have hg : 0 < g := by linarith
  have hgap' : ∀ i, g ≤ |d i - a| := fun i => hgap (d i) (hd i)
  have hw : ∀ i, 0 ≤ ‖inner ℂ (u i) b‖ ^ 2 := fun i => sq_nonneg _
  have hW : ∑ i, ‖inner ℂ (u i) b‖ ^ 2 = ‖b‖ ^ 2 := u.sum_sq_norm_inner_right b
  have hsec : ∀ F : ℝ, |F - a| < g / 2 → (HasEigenvalue (blockHamiltonian a b D) (F : ℂ) ↔
      F = a + selfEnergy (fun i => ‖inner ℂ (u i) b‖ ^ 2) d F) := fun F hF =>
    secular_equation hD hu fun i h => by
      have h1 := hgap' i
      rw [← h] at h1
      linarith
  obtain ⟨E, ⟨hE, hs⟩, huniq⟩ := existsUnique_root (r := g / 2) hw hgap' (by linarith)
    (by linarith) (by rw [hW]; nlinarith)
  refine ⟨E, ⟨(hsec E hE).2 hs, hE⟩, fun F h hF => huniq F ⟨hF, (hsec F hF).1 h⟩, ?_, ?_⟩
  · have h := root_shift_bound hw hgap' (by linarith) hs
    rw [hW] at h
    rw [le_div_iff₀ hg]
    nlinarith [sq_nonneg |E - a|]
  · intro hbelow hb0
    have hpos : ∀ i, 0 < E - d i := fun i => by
      rcases le_abs.1 (hgap' i) with h | h <;> linarith [hbelow (d i) (hd i), (abs_lt.1 hE).1]
    -- a nonzero coupling reaches at least one valence eigenstate
    obtain ⟨i, hi, hne⟩ := Finset.exists_ne_zero_of_sum_ne_zero
      (hW.trans_ne (pow_ne_zero 2 (norm_ne_zero_iff.2 hb0)))
    have hS : 0 < selfEnergy (fun i => ‖inner ℂ (u i) b‖ ^ 2) d E :=
      Finset.sum_pos' (fun j _ => div_nonneg (hw j) (hpos j).le)
        ⟨i, hi, div_pos (lt_of_le_of_ne (hw i) hne.symm) (hpos i)⟩
    linarith

end

end CoreLevelInGap
```

```lean
#print axioms CoreLevelInGap.blockHamiltonian_hermitian
-- 'CoreLevelInGap.blockHamiltonian_hermitian' depends on axioms: [propext, Classical.choice, Quot.sound]
#print axioms CoreLevelInGap.core_level_in_gap
-- 'CoreLevelInGap.core_level_in_gap' depends on axioms: [propext, Classical.choice, Quot.sound]
```

## What `core_level_in_gap` says about the matrix, and how it is proved

`blockHamiltonian a b D` is \(H\) acting on pairs in `ℂ × V`. Mathlib's `inner ℂ b z` is conjugate-linear in its first argument, so it is \(b^\dagger z\). `D.IsSymmetric` says that \(D\) is Hermitian. The hypothesis `hgap` puts every eigenvalue of \(D\) at distance at least `g` from `a`, and `hb` is \(2\|b\|<g\), which already forces \(g>0\).

The conclusion supplies a real `E` with four properties: it is an eigenvalue within `g / 2` of `a`; any other such eigenvalue equals it; the shift is at most `‖b‖ ^ 2 / g`; and `a < E` holds under the two extra conditions. Uniqueness here concerns the energy value, not its multiplicity.

The lemmas follow the derivation:

- `blockHamiltonian_hermitian` expands both inner products and uses the symmetry of \(D\). It adds the core and valence inner products explicitly, since the product type `ℂ × V` does not carry the Euclidean inner product.
- `secular_equation` proves both directions of the equivalence. In the first, `hc` is the formula for the valence amplitudes and `hx` is \(x\neq0\). In the second, `y` is the response vector.
- `selfEnergy_bounds` splits the levels into those above and those below `a` with `rcases le_abs.1 (hgap i)` and compares the sums term by term.
- `root_shift_bound` turns this into \(s(g+s)\le\sum_i w_i\).
- `existsUnique_root` uses `hanti` for monotonicity and `intermediate_value_Icc` for existence. It works for any window \(0<r<g\) with \(\sum_i w_i<r(g+r)\).

The main theorem takes the eigenbasis from Mathlib's spectral theorem, identifies \(\sum_i w_i\) with \(\|b\|^2\), and sets `r := g / 2`.

The theorem treats a scalar core level in a finite-dimensional Hermitian model. For a degenerate core shell treated as a block, the same elimination gives a matrix-valued self-energy, which is not covered here. Non-Hermitian response equations, including the usual equation-of-motion coupled-cluster form, do not meet the hypotheses, and neither does a core level embedded in a true continuum, where it can decay. The gap is an assumption about \(D\), and a code has to obtain it separately. The bound concerns energies only and says nothing about intensities, or about errors in the functional or the basis that produced \(H\).
